# PT symmetry of a two-level Hamiltonian with balanced gain and loss

Two levels are coupled with real strength `s`, and their diagonal energies are the imaginary numbers ig and −ig, so that for positive `g` the first level has gain and the second an equal loss. The declaration `pt_symmetric` states that this 2×2 Hamiltonian is unchanged when all its entries are complex conjugated and the two levels are exchanged, the exchange being multiplication by the swap matrix on both sides. It holds for all real `s` and `g`, and says nothing about whether the eigenvalues are real. The attempt compares the two sides entry by entry and leaves each of the four cases to `simp`.

As first written in Lean, the proof fails:

```lean
import Mathlib

open Matrix Complex
open scoped ComplexOrder

namespace PtSymmetric

noncomputable section

/-- The Hamiltonian of two levels coupled with strength `s`, one with gain `g` and the other
with loss `g`. -/
def hamiltonian (s g : ℝ) : Matrix (Fin 2) (Fin 2) ℂ :=
  !![I * g, s; s, -(I * g)]

/-- PT symmetry: exchanging the two levels and conjugating all entries leaves the Hamiltonian
unchanged. -/
theorem pt_symmetric (s g : ℝ) :
    !![0, 1; 1, 0] * (hamiltonian s g).map star * !![0, 1; 1, 0] = hamiltonian s g := by
  ext i j
  fin_cases i <;> fin_cases j <;>
    simp [hamiltonian, Matrix.mul_apply, Fin.sum_univ_two]

end

end PtSymmetric
```

The compiler's answer:

```
Main.lean:18:86: error: unsolved goals
case «0».«0»
s g : ℝ
⊢ (![0, 1] ᵥ* !![I * ↑g, ↑s; ↑s, -(I * ↑g)].map ⇑(starRingEnd ℂ)) 1 = I * ↑g

case «0».«1»
s g : ℝ
⊢ (![0, 1] ᵥ* !![I * ↑g, ↑s; ↑s, -(I * ↑g)].map ⇑(starRingEnd ℂ)) 0 = ↑s

case «1».«0»
s g : ℝ
⊢ (![1, 0] ᵥ* !![I * ↑g, ↑s; ↑s, -(I * ↑g)].map ⇑(starRingEnd ℂ)) 1 = ↑s

case «1».«1»
s g : ℝ
⊢ (![1, 0] ᵥ* !![I * ↑g, ↑s; ↑s, -(I * ↑g)].map ⇑(starRingEnd ℂ)) 0 = -(I * ↑g)
```

Lean accepts the file once it reads:

```diff
@@ -19,5 +19,5 @@
   ext i j
   fin_cases i <;> fin_cases j <;>
-    simp [hamiltonian, Matrix.mul_apply, Fin.sum_univ_two]
+    simp [hamiltonian, Matrix.mul_apply, Matrix.vecMul, dotProduct, Fin.sum_univ_two]
 
 end
```

What went wrong. The error says that `simp` left all four entries unproved. Each remaining goal has on its left a component of a row vector times the conjugated Hamiltonian, written `ᵥ*`.

`Matrix.mul_apply` turns an entry of a matrix product into a sum, but the inner product did not stay in that form. Its left factor is a matrix written out in rows, and for such a product `simp` has a rule that multiplies each row separately, giving `ᵥ*`. `Matrix.mul_apply` does not apply to `ᵥ*`, and the matrix to its right is still wrapped in `.map`, so the rules for multiplying a vector by a written-out matrix do not fit either.

The repair adds two definitions for `simp` to unfold. `Matrix.vecMul` turns the component into a dot product, and `dotProduct` turns that into a sum, which `Fin.sum_univ_two`, already in the list, writes out as two terms. `simp` can then evaluate the conjugated entries and close all four goals.
